# Unitary mixing can give all d orbitals the same centre, but cannot move the shell average

An orbital-resolved d centre is computed from the Hamiltonian and the chosen orbitals. Here it is a diagonal entry of the on-site block. Let H be the Hermitian n × n matrix of the one-particle Hamiltonian in some orthonormal set of d orbitals on one atom, with n ≥ 1, and let the columns of a unitary matrix U be another orthonormal set for the same shell. The centre of the new orbital j is

d_j(U) = (UᴴHU)_jj.

The d-band model, however, reads its centre from a projected density of states, as first moment over total weight. In a finite orthonormal basis, and with all levels counted, occupied and empty, the two definitions agree even when the shell is coupled to other states. This is shown first.

The main claim has three parts. Some unitary U makes every d_j(U) equal to tr(H)/n. The mean of the d_j(U) is tr(H)/n for every unitary U. The individual centres are independent of U exactly when H is a multiple of the identity.

In a finite one-particle model with orthonormal orbitals, the centre of a single d orbital therefore depends on which orbital is chosen, unless H is such a multiple, whereas the shell average is the same for every orthonormal set.

## From projected density to equal centres

Indices run from 0 to n − 1 within the shell. Couple the shell by a block C to finitely many other states, such as metal sp states or an adsorbate, whose own block is S. The whole Hamiltonian is

K = [ H  C ; Cᴴ  S ] = W diag(ε) Wᴴ,

where the columns of the unitary W are the eigenstates and the real numbers ε_k are their levels. Orbital j, written in the full space, is φ_j = (u_j, 0), with u_j the j-th column of U. Its weight in eigenstate k is w_k = |(Wᴴφ_j)_k|². The first moment is

Σ_k ε_k w_k = φ_jᴴ W diag(ε) Wᴴ φ_j = φ_jᴴKφ_j = u_jᴴHu_j = d_j(U).

The zeros in φ_j remove C and S. The total weight is

Σ_k w_k = φ_jᴴWWᴴφ_j = u_jᴴu_j = 1,

so the centre of the projected density is d_j(U), whatever the coupling.

Now consider the shell alone and write H = V diag(ε) Vᴴ, where V is unitary and ε denotes the n levels of H. Mix these eigenorbitals with the discrete Fourier matrix

F_kj = ω^(kj)/√n, ω = exp(2πi/n).

All its entries have squared modulus 1/n. Its columns a and b have the inner product

(FᴴF)_ab = (1/n) Σ_k z^k, z = ω^(b−a).

For a = b this is 1. For a ≠ b we have z ≠ 1, because |b − a| < n, while zⁿ = 1. Then (1 − z) Σ_k z^k = 1 − zⁿ = 0, so the sum vanishes and F is unitary. With U = VF,

d_j(U) = Σ_k ε_k |F_kj|² = (1/n) Σ_k ε_k = tr(H)/n,

since tr(H) = tr(diag(ε)VᴴV) = Σ_k ε_k.

For any unitary U, the cyclic property of the trace gives

Σ_j d_j(U) = tr(UᴴHU) = tr(HUUᴴ) = tr(H),

and division by n fixes the average.

Finally, suppose that no centre ever changes. The choice U = V gives the centres ε_j, and the choice U = VF gives tr(H)/n for each j. Hence every level is tr(H)/n, and H = V (tr(H)/n) Vᴴ = (tr(H)/n)·1. Conversely, if H = c·1, then UᴴHU = c·1 for every unitary U.

## One orbital and two orbitals

For n = 1, F is the number 1 and U is a phase factor, which cancels in UᴴHU. The only centre is H itself.

For n = 2, the mixed orbitals are (v₀ + v₁)/√2 and (v₀ − v₁)/√2, where v₀ and v₁ are the eigenorbitals. Both have the centre (ε₀ + ε₁)/2. The splitting has not disappeared: the off-diagonal element between them is (ε₀ − ε₁)/2.

## Centres and Fourier orbitals as Lean definitions

```lean
import Mathlib

open Matrix

namespace DBandCentre

noncomputable section
```

The matrix `H` is the on-site block, and the columns of `U` are the orbitals. The value of `dCentre` has complex type, though it is real for Hermitian `H`.

```lean
/-- The centre of the `j`-th d orbital when the orbitals are the orthonormal columns of `U`: the
diagonal entry of the on-site block `H` in that orbital basis. -/
def dCentre {n : ℕ} (H U : Matrix (Fin n) (Fin n) ℂ) (j : Fin n) : ℂ :=
  (Uᴴ * H * U) j j
```

The centre of a projected density takes a list of levels and a list of weights. Here it is applied to all levels, occupied and empty, with no cut at the Fermi energy.

```lean
/-- The centre of a projected density of states with levels `ε` and weights `w`:
first moment over total weight, for nonzero total weight. -/
def pdosCentre {m : Type*} [Fintype m] (ε w : m → ℝ) : ℝ :=
  (∑ k, ε k * w k) / ∑ k, w k
```

The next two definitions are ω and F. Since F is complex, the orbitals built from it are in general complex combinations of the eigenorbitals.

```lean
/-- The primitive `n`-th root of unity `exp (2πi/n)`, for `n ≥ 1`. -/
def phase (n : ℕ) : ℂ := Complex.exp (2 * Real.pi * Complex.I / n)

/-- The discrete Fourier mixing of `n` orbitals, for `n ≥ 1`. -/
def fourierMix (n : ℕ) : Matrix (Fin n) (Fin n) ℂ :=
  Matrix.of fun k j => phase n ^ ((k : ℕ) * (j : ℕ)) / ((Real.sqrt n : ℝ) : ℂ)
```

## The projected density has its centre on the diagonal

The first lemma is the expansion of an expectation energy in eigenstates. The matrix `Φ` holds orbitals as columns. The proof regroups the product around `Wᴴ * Φ` and then compares the sums term by term, using conj(x)·x = |x|².

```lean
/-- For a Hamiltonian `W diag(ε) Wᴴ`, the diagonal entry at an orbital is the sum of the
levels `ε` weighted by the squared overlaps of the orbital with the columns of `W`. -/
theorem first_moment {m p : Type*} [Fintype m] [DecidableEq m]
    (W : Matrix m m ℂ) (ε : m → ℝ) (Φ : Matrix m p ℂ) (j : p) :
    (Φᴴ * (W * diagonal (fun k => (ε k : ℂ)) * Wᴴ) * Φ) j j
      = ((∑ k, ε k * ‖(Wᴴ * Φ) k j‖ ^ 2 : ℝ) : ℂ) := by
  have h : Φᴴ * (W * diagonal (fun k => (ε k : ℂ)) * Wᴴ) * Φ
      = (Wᴴ * Φ)ᴴ * diagonal (fun k => (ε k : ℂ)) * (Wᴴ * Φ) := by
    simp only [conjTranspose_mul, conjTranspose_conjTranspose, Matrix.mul_assoc]
  rw [h, Matrix.mul_apply]
  push_cast
  refine Finset.sum_congr rfl fun k _ => ?_
  rw [Matrix.mul_diagonal, conjTranspose_apply, Complex.star_def]
  linear_combination (ε k : ℂ) * Complex.conj_mul' ((Wᴴ * Φ) k j)
```

In the next theorem, `fromBlocks H C Cᴴ S` is K, and `fromRows U 0` places the d orbitals in the full space. The hypothesis `hK`, with `hW`, says that `W` and `ε` diagonalise K; it also makes `H` and `S` Hermitian. The block form assumes that the d orbitals are orthogonal to the other basis states, so a non-orthogonal atomic-orbital basis would need an overlap matrix that is absent here. The number of states is finite.

The proof uses `first_moment` twice. With the true levels it gives the numerator, which `e1` reduces to the on-site block. With all levels set to 1 it gives the total weight, which the unitarity of `W`, `e2` and the unitarity of `U` reduce to one.

```lean
/-- Let a d shell with on-site block `H` be coupled by `C` to other states with block `S`, and
let the unitary `W` diagonalise the whole Hamiltonian with levels `ε`. For orthonormal d
orbitals `U`, the centre of each projected density of states is the on-site `dCentre`. -/
theorem pdosCentre_eq_dCentre {n : ℕ} {m : Type*} [Fintype m] [DecidableEq m]
    (H U : Matrix (Fin n) (Fin n) ℂ) (C : Matrix (Fin n) m ℂ) (S : Matrix m m ℂ)
    (W : Matrix (Fin n ⊕ m) (Fin n ⊕ m) ℂ) (ε : Fin n ⊕ m → ℝ)
    (hU : U ∈ unitaryGroup (Fin n) ℂ) (hW : W ∈ unitaryGroup (Fin n ⊕ m) ℂ)
    (hK : fromBlocks H C Cᴴ S = W * diagonal (fun k => (ε k : ℂ)) * Wᴴ) (j : Fin n) :
    (pdosCentre ε (fun k => ‖(Wᴴ * fromRows U (0 : Matrix m (Fin n) ℂ)) k j‖ ^ 2) : ℂ)
      = dCentre H U j := by
  have hU' : Uᴴ * U = 1 := mem_unitaryGroup_iff'.mp hU
  have hW' : W * Wᴴ = 1 := mem_unitaryGroup_iff.mp hW
  -- the first moment only sees the on-site block
  have h1 := first_moment W ε (fromRows U (0 : Matrix m (Fin n) ℂ)) j
  have e1 : ((fromRows U (0 : Matrix m (Fin n) ℂ))ᴴ * fromBlocks H C Cᴴ S
      * fromRows U (0 : Matrix m (Fin n) ℂ)) j j = dCentre H U j := by
    simp [dCentre, Matrix.mul_apply, Fintype.sum_sum_type]
  rw [← hK, e1] at h1
  -- the total weight is one
  have h2 := first_moment W (fun _ => 1) (fromRows U (0 : Matrix m (Fin n) ℂ)) j
  have e2 : ((fromRows U (0 : Matrix m (Fin n) ℂ))ᴴ
      * fromRows U (0 : Matrix m (Fin n) ℂ)) j j = (Uᴴ * U) j j := by
    simp [Matrix.mul_apply, Fintype.sum_sum_type]
  simp only [Complex.ofReal_one, diagonal_one, Matrix.mul_one, hW', one_mul] at h2
  rw [e2, hU', Matrix.one_apply_eq] at h2
  rw [pdosCentre, Complex.ofReal_div, ← h1, ← h2, div_one]
```

## Equal weights from roots of unity

The condition `[NeZero n]` says n ≥ 1. The first lemma states that ω is a primitive n-th root of unity: ωⁿ = 1, and no smaller positive power is 1. Its modulus is then a non-negative number whose n-th power is 1, hence 1.

```lean
theorem phase_primitive (n : ℕ) [NeZero n] : IsPrimitiveRoot (phase n) n :=
  Complex.isPrimitiveRoot_exp n (NeZero.ne n)

theorem norm_phase (n : ℕ) [NeZero n] : ‖phase n‖ = 1 := by
  have h : ‖phase n‖ ^ n = 1 := by
    rw [← norm_pow, (phase_primitive n).pow_eq_one, norm_one]
  exact (pow_eq_one_iff_of_nonneg (norm_nonneg _) (NeZero.ne n)).mp h
```

Every squared modulus of F is therefore 1/n.

```lean
/-- Fourier mixing of `n ≥ 1` orbitals gives every old orbital the weight `1/n` in every
new one. -/
theorem fourierMix_weight (n : ℕ) [NeZero n] (k j : Fin n) :
    ‖fourierMix n k j‖ ^ 2 = 1 / (n : ℝ) := by
  simp only [fourierMix, Matrix.of_apply, norm_div, norm_pow, norm_phase, one_pow,
    Complex.norm_real, Real.norm_eq_abs, div_pow, sq_abs]
  rw [Real.sq_sqrt (Nat.cast_nonneg n)]
```

Unitarity is checked entry by entry on FᴴF. On the diagonal, n terms of 1/n add up to one. Off the diagonal, the code writes z as conj(ω)^a ω^b, which avoids negative exponents. The step `hz1` shows z ≠ 1, because powers of ω with different exponents below n are different, and `hs` is the vanishing geometric sum.

```lean
/-- Fourier mixing of `n ≥ 1` orbitals is unitary. -/
theorem fourierMix_unitary (n : ℕ) [NeZero n] :
    fourierMix n ∈ unitaryGroup (Fin n) ℂ := by
  have hn : (n : ℂ) ≠ 0 := Nat.cast_ne_zero.mpr (NeZero.ne n)
  rw [mem_unitaryGroup_iff', star_eq_conjTranspose]
  ext a b
  rw [Matrix.mul_apply]
  simp only [conjTranspose_apply, Complex.star_def]
  by_cases hab : a = b
  · subst hab
    have h : ∀ k, (starRingEnd ℂ) (fourierMix n k a) * fourierMix n k a = 1 / (n : ℂ) := by
      intro k
      rw [Complex.conj_mul', ← Complex.ofReal_pow, fourierMix_weight]
      simp
    simp [h, hn]
  · -- different columns: a geometric sum over a nontrivial root of unity
    have hp := (phase_primitive n).pow_eq_one
    have hc : (starRingEnd ℂ) (phase n) * phase n = 1 := by
      rw [Complex.conj_mul', norm_phase]
      simp
    set z : ℂ := (starRingEnd ℂ) (phase n) ^ (a : ℕ) * phase n ^ (b : ℕ) with hz
    have hzn : z ^ n = 1 := by
      rw [hz, mul_pow, pow_right_comm, pow_right_comm (phase n), ← map_pow, hp]
      simp
    have hz1 : z ≠ 1 := by
      intro h
      apply hab
      apply Fin.ext
      apply (phase_primitive n).pow_inj a.isLt b.isLt
      calc phase n ^ (a : ℕ) = phase n ^ (a : ℕ) * z := by rw [h, mul_one]
        _ = ((starRingEnd ℂ) (phase n) * phase n) ^ (a : ℕ) * phase n ^ (b : ℕ) := by
          rw [hz, mul_pow]; ring
        _ = phase n ^ (b : ℕ) := by rw [hc, one_pow, one_mul]
    have hs : ∑ k ∈ Finset.range n, z ^ k = 0 := by
      have h := mul_neg_geom_sum z n
      rw [hzn, sub_self] at h
      exact (mul_eq_zero.mp h).resolve_left (sub_ne_zero.mpr hz1.symm)
    have ht : ∀ k : Fin n, (starRingEnd ℂ) (fourierMix n k a) * fourierMix n k b
        = z ^ (k : ℕ) * (1 / (((Real.sqrt n : ℝ) : ℂ) * ((Real.sqrt n : ℝ) : ℂ))) := by
      intro k
      simp only [fourierMix, Matrix.of_apply, map_div₀, map_pow, Complex.conj_ofReal]
      rw [hz, mul_pow, ← pow_mul, ← pow_mul]
      ring
    rw [Finset.sum_congr rfl fun k _ => ht k, ← Finset.sum_mul,
      Fin.sum_univ_eq_sum_range (fun k => z ^ k) n, hs, zero_mul, Matrix.one_apply_ne hab]
```

## Levelled centres and the fixed average

Mathlib's spectral theorem supplies V and the real levels of H.

```lean
/-- A Hermitian on-site block has orthonormal eigenorbitals with real levels. -/
theorem exists_eigenorbitals {n : ℕ} {H : Matrix (Fin n) (Fin n) ℂ} (hH : H.IsHermitian) :
    ∃ V ∈ unitaryGroup (Fin n) ℂ, ∃ ε : Fin n → ℝ,
      H = V * diagonal (fun k => (ε k : ℂ)) * Vᴴ := by
  have h := hH.spectral_theorem
  rw [Unitary.conjStarAlgAut_apply] at h
  exact ⟨hH.eigenvectorUnitary, hH.eigenvectorUnitary.2, hH.eigenvalues, h⟩
```

The following theorem contains the first two parts of the claim. Its first half asserts that there is a unitary `U` for which all centres equal `H.trace / n`; its second half gives the mean for every unitary `U`. The witness is `V * fourierMix n`. After `first_moment` is applied, `Vᴴ * V` cancels, the weights become 1/n, and the sum of levels is the trace. The second half is the cyclic property, `trace_mul_comm`.

```lean
/-- For a Hermitian d block with `n ≥ 1` orbitals, some orthonormal orbitals all have the
centre `tr H / n`, and the shell-averaged centre is `tr H / n` in all orthonormal orbitals. -/
theorem d_centres_levelled {n : ℕ} [NeZero n] {H : Matrix (Fin n) (Fin n) ℂ}
    (hH : H.IsHermitian) :
    (∃ U ∈ unitaryGroup (Fin n) ℂ, ∀ j, dCentre H U j = H.trace / n) ∧
      ∀ U ∈ unitaryGroup (Fin n) ℂ, (∑ j, dCentre H U j) / n = H.trace / n := by
  constructor
  · obtain ⟨V, hV, ε, h⟩ := exists_eigenorbitals hH
    have hV' : Vᴴ * V = 1 := mem_unitaryGroup_iff'.mp hV
    have ht : H.trace = ∑ k, (ε k : ℂ) := by
      rw [h, trace_mul_comm, ← Matrix.mul_assoc, hV', one_mul, trace_diagonal]
    -- mix the eigenorbitals with equal weights
    refine ⟨V * fourierMix n, mul_mem hV (fourierMix_unitary n), fun j => ?_⟩
    rw [ht, dCentre, h, first_moment, ← Matrix.mul_assoc, hV', one_mul]
    simp only [fourierMix_weight]
    rw [← Finset.sum_mul]
    push_cast
    ring
  · intro U hU
    have hU' : U * Uᴴ = 1 := mem_unitaryGroup_iff.mp hU
    have h : ∑ j, dCentre H U j = (Uᴴ * H * U).trace := rfl
    rw [h, trace_mul_comm, ← Matrix.mul_assoc, hU', one_mul]
```

## When the individual centres do not depend on the orbitals

The last theorem compares the centres in arbitrary orthonormal orbitals with those in the original ones, for which `U` is `1`. They agree for every `U` and every `j` exactly when `H` is `H.trace / n` times the identity, which physically is a shell with no on-site splitting or mixing.

In the forward direction, `hd` brings H to diagonal form in its eigenorbitals, and `hε` compares these with the levelled orbitals to make all levels equal. In the reverse direction, the scalar passes through and `Uᴴ * U` becomes the identity.

```lean
/-- For a Hermitian d block with `n ≥ 1` orbitals, the orbital-resolved centres are the same
in all orthonormal orbitals exactly when the block is `tr H / n` times the identity. -/
theorem d_centres_invariant_iff {n : ℕ} [NeZero n] {H : Matrix (Fin n) (Fin n) ℂ}
    (hH : H.IsHermitian) :
    (∀ U ∈ unitaryGroup (Fin n) ℂ, ∀ j, dCentre H U j = dCentre H 1 j) ↔
      H = (H.trace / n) • (1 : Matrix (Fin n) (Fin n) ℂ) := by
  constructor
  · intro hinv
    obtain ⟨U, hU, hflat⟩ := (d_centres_levelled hH).1
    obtain ⟨V, hV, ε, h⟩ := exists_eigenorbitals hH
    have hV1 : Vᴴ * V = 1 := mem_unitaryGroup_iff'.mp hV
    have hV2 : V * Vᴴ = 1 := mem_unitaryGroup_iff.mp hV
    have hd : Vᴴ * H * V = diagonal (fun k => (ε k : ℂ)) := by
      calc Vᴴ * H * V = (Vᴴ * V) * diagonal (fun k => (ε k : ℂ)) * (Vᴴ * V) := by
            rw [h]; simp only [Matrix.mul_assoc]
        _ = _ := by rw [hV1, one_mul, mul_one]
    -- every level equals the levelled centre
    have hε : (fun k => (ε k : ℂ)) = fun _ => H.trace / n := by
      funext k
      have hk : dCentre H V k = (ε k : ℂ) := by rw [dCentre, hd, diagonal_apply_eq]
      rw [← hk, hinv V hV k, ← hinv U hU k, hflat k]
    calc H = V * diagonal (fun k => (ε k : ℂ)) * Vᴴ := h
      _ = V * ((H.trace / n) • (1 : Matrix (Fin n) (Fin n) ℂ)) * Vᴴ := by
        rw [hε, smul_one_eq_diagonal]
      _ = _ := by rw [Matrix.mul_smul, Matrix.smul_mul, Matrix.mul_one, hV2]
  · intro h U hU j
    have hU' : Uᴴ * U = 1 := mem_unitaryGroup_iff'.mp hU
    generalize H.trace / (n : ℂ) = c at h
    rw [dCentre, dCentre, h, Matrix.mul_smul, Matrix.smul_mul, Matrix.mul_one, hU']
    simp

end

end DBandCentre
```

```lean
#print axioms DBandCentre.pdosCentre_eq_dCentre
-- 'DBandCentre.pdosCentre_eq_dCentre' depends on axioms: [propext, Classical.choice, Quot.sound]
#print axioms DBandCentre.d_centres_levelled
-- 'DBandCentre.d_centres_levelled' depends on axioms: [propext, Classical.choice, Quot.sound]
#print axioms DBandCentre.d_centres_invariant_iff
-- 'DBandCentre.d_centres_invariant_iff' depends on axioms: [propext, Classical.choice, Quot.sound]
```
